# An eigenvalue cutoff eps bounds the truncated potential of a quadratic OEP model by norm(b)/eps

In a finite-basis optimized effective potential (OEP) calculation, the energy can look converged while the potential is useless. Suppose a mode of minus the static response matrix has eigenvalue $10^{-10}$ and including it lowers a quadratic model energy by $10^{-6}$. The squared norm of the potential then rises by $2\times10^{4}$. A convergence test on the energy alone barely registers the change, and the potential acquires a huge component along one poorly determined direction.

## Energy and norm of the truncated potential

Let $A$ be a real symmetric matrix with orthonormal eigenvectors $u_i$ and eigenvalues $l_i$, let $b$ be a vector, and let
$$E(v)=\tfrac12\langle v,Av\rangle-\langle b,v\rangle .$$
Keep a finite set $S$ of modes with $l_i\ge\varepsilon>0$, and put
$$v_S=\sum_{i\in S}\frac{\langle u_i,b\rangle}{l_i}\,u_i .$$
Then
$$E(v_S)=-\sum_{i\in S}\frac{\langle u_i,b\rangle^2}{2l_i},\qquad \|v_S\|\le\frac{\|b\|}{\varepsilon},$$
and no combination of the retained modes has lower energy. Adding a mode $i\notin S$ with $l_i\neq0$ that lowers the energy by $d$ raises $\|v_S\|^2$ by $2d/l_i$.

## Truncated solves of the OEP equation

A code that solves the linear OEP equation $Av=b$ by diagonalising $A$ and discarding small eigenvalues computes exactly $v_S$. Here $A$ can be minus the static Kohn–Sham response matrix in an orthonormal auxiliary basis, with $b$ the right-hand side under the same sign convention. The cutoff $\varepsilon$ marks the response strength below which a potential mode is treated as undetermined.

Within this quadratic model, the bound limits the size of the potential before any mode is inspected, and $2d/l_i$ shows what each further mode costs. Printing $d$ and $2d/l_i$ side by side exposes modes that barely change the energy but dominate the potential.

## Completing the square in each mode

Write $x_i=\langle u_i,b\rangle$ and take any combination $v=\sum_{i\in S}c_iu_i$. Since $Av=\sum_{i\in S} c_il_iu_i$, orthonormality gives
$$E(v)=\sum_{i\in S}\left(\tfrac12l_ic_i^2-c_ix_i\right),\qquad \|v\|^2=\sum_{i\in S}c_i^2 .$$
Completing the square in each term,
$$E(v)=-\sum_{i\in S}\frac{x_i^2}{2l_i}+\sum_{i\in S}\frac{l_i}{2}\left(c_i-\frac{x_i}{l_i}\right)^2 .$$
The second sum is nonnegative because $l_i>0$, and it vanishes at $c_i=x_i/l_i$, which is $v_S$. This gives both the energy and the minimum.

For the norm, expand
$$0\le\Big\|b-\sum_{i\in S}x_iu_i\Big\|^2=\|b\|^2-\sum_{i\in S}x_i^2 ,$$
which is Bessel's inequality. Therefore
$$\|v_S\|^2=\sum_{i\in S}\frac{x_i^2}{l_i^2}\le\frac1{\varepsilon^2}\sum_{i\in S}x_i^2\le\frac{\|b\|^2}{\varepsilon^2},$$
and taking square roots gives the bound.

A new mode $i\notin S$ with $l_i\neq0$ adds one term to each sum. The energy changes by $-d$ with $d=x_i^2/(2l_i)$, which is a fall when $l_i>0$ and $x_i\neq0$, and the squared norm changes by $x_i^2/l_i^2=2d/l_i$.

### A two-mode example

Take
$$A=\begin{pmatrix}41&-12\\-12&34\end{pmatrix},\qquad b=\begin{pmatrix}-10\\70\end{pmatrix}.$$
The eigenvectors are $u_0=(3/5,4/5)$ with $l_0=25$ and $u_1=(-4/5,3/5)$ with $l_1=50$, and $x_0=x_1=50$.

Keeping mode 0 alone gives $v_S=2u_0=(6/5,8/5)$, with energy $-50$ and squared norm 4. Adding mode 1 gives $2u_0+u_1=(2/5,11/5)$, with energy $-75$ and squared norm 5. The gain is $d=25$, and $2d/l_1=1$ is the rise in the squared norm. With $\varepsilon=25$ the bound is $50\sqrt2/25\approx2.83$, and the actual norm is $\sqrt5\approx2.24$.

### An eigenvector that is not normalised

In one dimension take $A=1$, $b=1$, $\varepsilon=1$ and the eigenvector $u=2$, with eigenvalue 1. The formula for $v_S$ gives $(2/1)\cdot2=4$. Its energy is $8-4=4$, not $-2$; the minimum is $-1/2$, at $v=1$; and the norm 4 exceeds $\|b\|/\varepsilon=1$. All three claims fail. A code that takes eigenvectors from a generalised eigenproblem should check which inner product normalises them.

## The Lean file

```lean
import Mathlib

open scoped InnerProductSpace
open Matrix

namespace FiniteBasisOEP

noncomputable section

variable {V ι : Type*} [NormedAddCommGroup V] [InnerProductSpace ℝ V]
  {A : V →ₗ[ℝ] V} {u : ι → V} {l : ι → ℝ} {b : V} {S : Finset ι}

/-- The quadratic energy `⟨v, A v⟩ / 2 - ⟨b, v⟩` of a potential `v`. -/
def oepEnergy (A : V →ₗ[ℝ] V) (b v : V) : ℝ :=
  ⟪v, A v⟫_ℝ / 2 - ⟪b, v⟫_ℝ

/-- The truncated potential, the sum over the retained modes `i ∈ S` of `(⟨u i, b⟩ / l i) u i`.
Its domain is nonzero `l i` on `S`. -/
def truncatedPotential (u : ι → V) (l : ι → ℝ) (b : V) (S : Finset ι) : V :=
  ∑ i ∈ S, (⟪u i, b⟫_ℝ / l i) • u i

/-- For orthonormal eigenvectors of `A`, the energy of a combination of modes is a sum of
independent one-mode energies. -/
theorem energy_expansion (hu : Orthonormal ℝ u) (hA : ∀ i, A (u i) = l i • u i) (c : ι → ℝ) :
    oepEnergy A b (∑ i ∈ S, c i • u i)
      = ∑ i ∈ S, (l i * c i ^ 2 / 2 - c i * ⟪u i, b⟫_ℝ) := by
  -- the operator acts mode by mode
  have hAv : A (∑ i ∈ S, c i • u i) = ∑ i ∈ S, (c i * l i) • u i := by
    rw [map_sum]
    exact Finset.sum_congr rfl fun i _ => by rw [map_smul, hA, smul_smul]
  unfold oepEnergy
  rw [hAv, hu.inner_sum, inner_sum, Finset.sum_div, ← Finset.sum_sub_distrib]
  refine Finset.sum_congr rfl fun i _ => ?_
  rw [inner_smul_right, real_inner_comm (u i) b]
  simp only [conj_trivial]
  ring

/-- The squared norm of a combination of orthonormal modes is the sum of its squared
coefficients. -/
theorem norm_sq_expansion (hu : Orthonormal ℝ u) (c : ι → ℝ) :
    ‖∑ i ∈ S, c i • u i‖ ^ 2 = ∑ i ∈ S, c i ^ 2 := by
  rw [← real_inner_self_eq_norm_sq, hu.inner_sum]
  refine Finset.sum_congr rfl fun i _ => ?_
  simp only [conj_trivial]
  ring

/-- The energy of one mode with nonzero eigenvalue `k` and force `x`, written as its stationary
value plus a quadratic deviation. -/
theorem complete_square (x k c : ℝ) (hk : k ≠ 0) :
    k * c ^ 2 / 2 - c * x = -(x ^ 2 / (2 * k)) + k * (c - x / k) ^ 2 / 2 := by
  field_simp
  ring

/-- For orthonormal eigenvectors with nonzero eigenvalues on `S`, the energy of any combination
of retained modes is a fixed value plus a weighted sum of squared deviations of its
coefficients from those of the truncated potential. -/
theorem energy_eq_add_excess (hu : Orthonormal ℝ u) (hA : ∀ i, A (u i) = l i • u i)
    (hl : ∀ i ∈ S, l i ≠ 0) (c : ι → ℝ) :
    oepEnergy A b (∑ i ∈ S, c i • u i)
      = -∑ i ∈ S, ⟪u i, b⟫_ℝ ^ 2 / (2 * l i)
        + ∑ i ∈ S, l i * (c i - ⟪u i, b⟫_ℝ / l i) ^ 2 / 2 := by
  rw [energy_expansion hu hA, ← Finset.sum_neg_distrib, ← Finset.sum_add_distrib]
  exact Finset.sum_congr rfl fun i hi => complete_square _ _ _ (hl i hi)

/-- Let `u` be an orthonormal family of eigenvectors of `A`, with eigenvalues at least `eps > 0` on
the retained modes `S`. The truncated potential has energy `-∑ ⟨u i, b⟩² / (2 l i)`, no combination
of the retained modes has lower energy, and its norm is at most `‖b‖ / eps`. -/
theorem truncated_oep (hu : Orthonormal ℝ u) (hA : ∀ i, A (u i) = l i • u i)
    {eps : ℝ} (heps : 0 < eps) (hl : ∀ i ∈ S, eps ≤ l i) :
    oepEnergy A b (truncatedPotential u l b S) = -∑ i ∈ S, ⟪u i, b⟫_ℝ ^ 2 / (2 * l i) ∧
    (∀ c : ι → ℝ, oepEnergy A b (truncatedPotential u l b S)
      ≤ oepEnergy A b (∑ i ∈ S, c i • u i)) ∧
    ‖truncatedPotential u l b S‖ ≤ ‖b‖ / eps := by
  have hpos : ∀ i ∈ S, 0 < l i := fun i hi => lt_of_lt_of_le heps (hl i hi)
  have hne : ∀ i ∈ S, l i ≠ 0 := fun i hi => (hpos i hi).ne'
  have hE : oepEnergy A b (truncatedPotential u l b S)
      = -∑ i ∈ S, ⟪u i, b⟫_ℝ ^ 2 / (2 * l i) := by
    unfold truncatedPotential
    rw [energy_eq_add_excess hu hA hne]
    simp
  refine ⟨hE, fun c => ?_, ?_⟩
  · -- the excess energy is a sum of nonnegative terms
    rw [hE, energy_eq_add_excess hu hA hne]
    have h : 0 ≤ ∑ i ∈ S, l i * (c i - ⟪u i, b⟫_ℝ / l i) ^ 2 / 2 :=
      Finset.sum_nonneg fun i hi => by
        have := hpos i hi
        positivity
    linarith
  · -- Bessel's inequality bounds the retained part of `b`
    have hB : ∑ i ∈ S, ⟪u i, b⟫_ℝ ^ 2 ≤ ‖b‖ ^ 2 := by
      have h := hu.sum_inner_products_le b (s := S)
      simpa only [Real.norm_eq_abs, sq_abs] using h
    have h : ‖truncatedPotential u l b S‖ ^ 2 ≤ (‖b‖ / eps) ^ 2 := by
      calc ‖truncatedPotential u l b S‖ ^ 2
          = ∑ i ∈ S, (⟪u i, b⟫_ℝ / l i) ^ 2 := norm_sq_expansion hu _
        _ ≤ ∑ i ∈ S, ⟪u i, b⟫_ℝ ^ 2 / eps ^ 2 := by
            refine Finset.sum_le_sum fun i hi => ?_
            have := hl i hi
            rw [div_pow]
            gcongr
        _ = (∑ i ∈ S, ⟪u i, b⟫_ℝ ^ 2) / eps ^ 2 := by rw [Finset.sum_div]
        _ ≤ ‖b‖ ^ 2 / eps ^ 2 := by gcongr
        _ = (‖b‖ / eps) ^ 2 := by rw [div_pow]
    exact (sq_le_sq₀ (norm_nonneg _) (by positivity)).mp h

/-- Add to `S` a new mode `i` of nonzero eigenvalue, from an orthonormal family of eigenvectors, and
let `d` be the energy of the truncated potential before minus the energy after. Then
`2 (l i) d = ⟨u i, b⟩²`, and the squared norm of the truncated potential changes by `2 d / l i`. -/
theorem add_mode [DecidableEq ι] (hu : Orthonormal ℝ u) (hA : ∀ i, A (u i) = l i • u i)
    {i : ι} (hi : i ∉ S) (hl : l i ≠ 0) :
    2 * l i * (oepEnergy A b (truncatedPotential u l b S)
      - oepEnergy A b (truncatedPotential u l b (insert i S))) = ⟪u i, b⟫_ℝ ^ 2 ∧
    ‖truncatedPotential u l b (insert i S)‖ ^ 2 - ‖truncatedPotential u l b S‖ ^ 2
      = 2 * (oepEnergy A b (truncatedPotential u l b S)
        - oepEnergy A b (truncatedPotential u l b (insert i S))) / l i := by
  have hE : oepEnergy A b (truncatedPotential u l b S)
      - oepEnergy A b (truncatedPotential u l b (insert i S))
      = ⟪u i, b⟫_ℝ ^ 2 / (2 * l i) := by
    unfold truncatedPotential
    rw [energy_expansion hu hA, energy_expansion hu hA, Finset.sum_insert hi]
    have h := complete_square ⟪u i, b⟫_ℝ (l i) (⟪u i, b⟫_ℝ / l i) hl
    linear_combination -h
  have hN : ‖truncatedPotential u l b (insert i S)‖ ^ 2 - ‖truncatedPotential u l b S‖ ^ 2
      = (⟪u i, b⟫_ℝ / l i) ^ 2 := by
    unfold truncatedPotential
    rw [norm_sq_expansion hu, norm_sq_expansion hu, Finset.sum_insert hi]
    ring
  exact ⟨by rw [hE]; field_simp, by rw [hN, hE]; field_simp⟩

/-- Let `b` be a member `u i` of an orthonormal family, let `i` be the only retained index, and let
`l i` be positive. Then `l i` times the norm of the truncated potential equals the norm of `b`. -/
theorem norm_bound_sharp (hu : Orthonormal ℝ u) {i : ι} (hl : 0 < l i) :
    l i * ‖truncatedPotential u l (u i) {i}‖ = ‖u i‖ := by
  unfold truncatedPotential
  rw [Finset.sum_singleton, real_inner_self_eq_norm_sq, hu.1 i, norm_smul, hu.1 i,
    Real.norm_eq_abs, abs_of_pos (by positivity)]
  field_simp

/-- For a symmetric operator in finite dimension, keep every spectral mode with eigenvalue at
least `eps > 0`. The truncated potential has energy `-∑ ⟨u i, b⟩² / (2 l i)` and norm at most
`‖b‖ / eps`. -/
theorem spectral_cutoff [FiniteDimensional ℝ V] {n : ℕ} (hA : A.IsSymmetric)
    (hn : Module.finrank ℝ V = n) (b : V) {eps : ℝ} (heps : 0 < eps) :
    let u := hA.eigenvectorBasis hn
    let l := hA.eigenvalues hn
    let S := Finset.univ.filter fun i => eps ≤ l i
    oepEnergy A b (truncatedPotential u l b S) = -∑ i ∈ S, ⟪u i, b⟫_ℝ ^ 2 / (2 * l i) ∧
    ‖truncatedPotential u l b S‖ ≤ ‖b‖ / eps := by
  intro u l S
  have h := truncated_oep (A := A) (b := b) (S := S) (l := l) u.orthonormal
    (fun i => hA.apply_eigenvectorBasis hn i) heps (fun i hi => (Finset.mem_filter.mp hi).2)
  exact ⟨h.1, h.2.2⟩

/-- Two vectors in the plane, `(3/5, 4/5)` and `(-4/5, 3/5)`. -/
def tiltedModes : Fin 2 → EuclideanSpace ℝ (Fin 2) :=
  ![!₂[3 / 5, 4 / 5], !₂[-4 / 5, 3 / 5]]

/-- The two tilted modes are orthonormal eigenvectors of the matrix with rows `(41, -12)` and
`(-12, 34)`, with eigenvalues 25 and 50. -/
theorem truncated_oep_witness :
    Orthonormal ℝ tiltedModes ∧
    ∀ i, Matrix.toEuclideanLin !![(41 : ℝ), -12; -12, 34] (tiltedModes i)
      = (![25, 50] : Fin 2 → ℝ) i • tiltedModes i := by
  constructor
  · rw [orthonormal_iff_ite]
    intro i j
    rw [PiLp.inner_apply, Fin.sum_univ_two]
    fin_cases i <;> fin_cases j <;> simp [tiltedModes] <;> norm_num
  · intro i
    ext k
    change (!![(41 : ℝ), -12; -12, 34] *ᵥ (tiltedModes i).ofLp) k
      = (![25, 50] : Fin 2 → ℝ) i * (tiltedModes i).ofLp k
    fin_cases i <;> fin_cases k <;>
      simp [tiltedModes, Matrix.mulVec, dotProduct, Fin.sum_univ_two] <;> norm_num

end

end FiniteBasisOEP
```

```lean
#print axioms FiniteBasisOEP.truncated_oep
#print axioms FiniteBasisOEP.add_mode
#print axioms FiniteBasisOEP.norm_bound_sharp
#print axioms FiniteBasisOEP.spectral_cutoff
```

```
'FiniteBasisOEP.truncated_oep' depends on axioms: [propext, Classical.choice, Quot.sound]
'FiniteBasisOEP.add_mode' depends on axioms: [propext, Classical.choice, Quot.sound]
'FiniteBasisOEP.norm_bound_sharp' depends on axioms: [propext, Classical.choice, Quot.sound]
'FiniteBasisOEP.spectral_cutoff' depends on axioms: [propext, Classical.choice, Quot.sound]
```

## Guarantees for the quadratic model and their limits

`V` is a real inner product space of potentials, `A` a linear operator on it, `u` the modes, `l` their eigenvalues and `b` the driving vector. `oepEnergy` is $E$, and `truncatedPotential` is $v_S$. The hypothesis `hu` states orthonormality, `hA` the eigenvalue equation, and `hl` in `truncated_oep` the cutoff on $S$. That theorem needs no separate symmetry assumption, since the eigenvectors are given. `spectral_cutoff` obtains them from a symmetric operator in finite dimension, keeps every eigenvalue at or above `eps`, and states the energy and the norm bound.

The proof follows the derivation:

- `energy_expansion` and `norm_sq_expansion` reduce energy and norm to sums over modes.
- `complete_square` treats one mode, and `energy_eq_add_excess` sums the result.
- In `truncated_oep`, `simp` removes the deviations at $v_S$, `positivity` gives the sign of the excess, and the `calc` block is the chain of norm inequalities, with Bessel's inequality taken from Mathlib.
- `add_mode` splits off the new term with `Finset.sum_insert`. Here $d$ is the energy before minus the energy after, so a mode with $l_i<0$ and $x_i\neq0$ raises the energy.
- `norm_bound_sharp` shows that the bound is attained when $b$ is the single retained mode and $\varepsilon=l_i$.
- `truncated_oep_witness` verifies the eigenvectors and eigenvalues of the matrix in the example.

The minimum is over the retained modes only; a discarded mode may still lower $E$. The true OEP total energy is not quadratic in the potential, so $d$ is a gain in the model. The norm is that of `V`: for coefficient vectors it always equals the $L^2$ norm of the potential only if the auxiliary functions are $L^2$-orthonormal. Rounding errors in computed eigenvectors are not treated, and neither is the choice of `eps`.
